# A geminal power with a fixed non-zero antibonding coefficient loses its weight on one pair per molecule as H₂ molecules are added

Suppose electron configurations are sampled from a geminal power for $n$ distant H₂ molecules, and only those with one electron pair on each molecule are kept. The expected fraction kept is the weight of these configurations in the normalised state. If the geminal has coefficient 1 on every bonding orbital and a fixed $c\neq0$ on every antibonding orbital, this fraction tends to zero as $n$ grows.

The rejected configurations put two pairs on some molecules and none on others, whereas a product of neutral molecular ground states has one pair on each. The result thus concerns the antisymmetrised geminal power as a trial state in electronic-structure calculations, here with two orbitals per molecule and a coefficient that does not change with $n$.

## Counting the configurations

Let $P_i^\dagger$ and $Q_i^\dagger$ create a singlet pair in the bonding and antibonding orbital of molecule $i$, with all orbitals orthonormal. The state is

$$\Big(\sum_{i=1}^n (P_i^\dagger + c\,Q_i^\dagger)\Big)^n|0\rangle .$$

The pair creators commute and square to zero. Each set $S$ of $n$ distinct orbitals therefore appears $n!$ times, with the product of its coefficients as amplitude. The common factor $n!$ cancels in the weight, so the state is divided by $n!$ from here on. Different sets $S$ give orthonormal configurations.

Let $A$ and $B$ be the sets of molecules whose bonding and antibonding orbitals, respectively, are occupied in $S$. The amplitude is $c^{|B|}$ and its square is $y^{|B|}$, where $y=|c|^2$. For $|B|=k$ there are $\binom nk$ choices of $B$ and $\binom n{n-k}=\binom nk$ choices of $A$, so the squared norm is

$$N_n=\sum_{k=0}^n\binom nk^2y^k .$$

One pair per molecule means that $A$ is the complement of $B$. These configurations contribute $\sum_B y^{|B|}=(1+y)^n$, and their weight is

$$W_n=\frac{(1+y)^n}{\sum_{k=0}^n\binom nk^2y^k}.$$

For two molecules, $W_2=(1+y)^2/(1+4y+y^2)$. The missing $2y$ in the numerator comes from the two configurations with both pairs on the same molecule. At $y=1$ the weight is $2/3$. For a single molecule it is 1.

## Bounds that give the limit

Put $f_k=\binom nk|c|^k\ge0$. Then $\sum_k f_k=(1+|c|)^n$ and $\sum_k f_k^2=N_n$. The square of a sum of non-negative terms is at least the sum of their squares, and Cauchy–Schwarz over the $n+1$ terms gives a bound in the other direction:

$$\frac{(1+|c|)^{2n}}{n+1}\le N_n\le(1+|c|)^{2n}.$$

Dividing $(1+y)^n$ by these bounds gives

$$q^n\le W_n\le(n+1)q^n,\qquad q=\frac{1+|c|^2}{(1+|c|)^2}.$$

For $c\ne0$ the denominator of $q$ exceeds its numerator by $2|c|>0$, so $0<q<1$. Hence $(n+1)q^n\to0$, and $W_n\to0$.

## Configurations and weights in Lean

```lean
import Mathlib

open Finset Filter Topology

namespace GeminalPowerDissociation

noncomputable section
```

The type `Fin n ⊕ Fin n` labels the $2n$ orbitals: `inl i` is the bonding orbital of molecule `i` and `inr i` the antibonding one. A configuration is a finite set of these labels, each standing for a doubly occupied orbital.

```lean
/-- Amplitude of the configuration `S` in the geminal power, up to a common factor: each pair in a
bonding orbital (`inl i`) contributes `1`, each pair in an antibonding orbital (`inr i`) `c`. -/
def amplitude {n : ℕ} (c : ℂ) (S : Finset (Fin n ⊕ Fin n)) : ℂ :=
  ∏ p ∈ S, Sum.elim (fun _ => (1 : ℂ)) (fun _ => c) p
```

This definition starts from the product of coefficients. The expansion of the operator power into such products, carried out above, and the orthonormality of the configurations form the step from the physical state to the Lean model that is taken as given.

```lean
/-- Every molecule holds exactly one pair, in its bonding or in its antibonding orbital. -/
abbrev OnePairEach {n : ℕ} (S : Finset (Fin n ⊕ Fin n)) : Prop :=
  ∀ i : Fin n, Sum.inl i ∈ S ↔ Sum.inr i ∉ S
```

The equivalence says that the bonding orbital of each molecule is occupied exactly when the antibonding one is empty.

```lean
/-- Squared norm of `1/n!` times the geminal power: the sum of the squared amplitudes over all ways
to put `n` pairs into the `2n` orbitals. -/
def normSq (c : ℂ) (n : ℕ) : ℝ :=
  ∑ S : Finset (Fin n ⊕ Fin n) with S.card = n, ‖amplitude c S‖ ^ 2
```

The name `normSq` refers to the norm of a many-electron state; it is not the squared modulus of a complex number. The condition `S.card = n` fixes the number of pairs.

```lean
/-- The part of `normSq c n` that lies on configurations with one pair per molecule. -/
def onePairNormSq (c : ℂ) (n : ℕ) : ℝ :=
  ∑ S : Finset (Fin n ⊕ Fin n) with (S.card = n ∧ OnePairEach S), ‖amplitude c S‖ ^ 2

/-- Weight of the configurations with one pair per molecule in the normalised geminal power. -/
def onePairWeight (c : ℂ) (n : ℕ) : ℝ := onePairNormSq c n / normSq c n
```

The quotient `onePairWeight c n` is $W_n$, the weight in the normalised state. Lean writes `‖c‖` for $|c|$, so $y$ appears as `‖c‖ ^ 2`.

## From configurations to binomial sums

The first lemma splits $S$ into its two parts. In Lean, `A.disjSum B` joins a bonding set `A` and an antibonding set `B` into one configuration. The proof shows that splitting and joining are inverse to each other, which turns the sum over `S` into a double sum.

```lean
/-- A sum over configurations is a double sum over the set `B` of occupied antibonding orbitals
and the set `A` of occupied bonding orbitals. -/
theorem sum_configurations {n : ℕ} (f : Finset (Fin n ⊕ Fin n) → ℝ) :
    ∑ S, f S = ∑ B : Finset (Fin n), ∑ A : Finset (Fin n), f (A.disjSum B) := by
  -- a configuration is rebuilt from its bonding and antibonding parts
  have hS : ∀ S : Finset (Fin n ⊕ Fin n), S.toLeft.disjSum S.toRight = S := by
    intro S
    ext x
    rcases x with i | i <;> simp
  calc ∑ S, f S = ∑ q : Finset (Fin n) × Finset (Fin n), f (q.2.disjSum q.1) := by
        refine Finset.sum_bij' (fun S _ => (S.toRight, S.toLeft))
          (fun q _ => q.2.disjSum q.1) ?_ ?_ ?_ ?_ ?_ <;> simp [hS]
    _ = _ := Fintype.sum_prod_type _
```

In the squared amplitude the bonding factors are all 1, which leaves one factor $|c|^2$ for each antibonding pair.

```lean
/-- The squared amplitude of a configuration is `|c|²` to the number of antibonding pairs. -/
theorem amplitude_sq {n : ℕ} (c : ℂ) (A B : Finset (Fin n)) :
    ‖amplitude c (A.disjSum B)‖ ^ 2 = (‖c‖ ^ 2) ^ B.card := by
  rw [amplitude, Finset.prod_disjSum]
  simp only [Sum.elim_inl, Sum.elim_inr, Finset.prod_const, one_pow, one_mul, norm_pow]
  ring
```

For the full norm, the inner sum counts the sets `A` with $n-|B|$ elements, and `Nat.choose_symm` turns their number into $\binom n{|B|}$. Grouping the sets `B` by size supplies the second binomial factor.

```lean
/-- The squared norm of `1/n!` times the geminal power is `∑ₖ binom(n,k)² yᵏ` with `y = |c|²`. -/
theorem normSq_eq (c : ℂ) (n : ℕ) :
    normSq c n = ∑ k ∈ range (n + 1), (n.choose k : ℝ) ^ 2 * (‖c‖ ^ 2) ^ k := by
  rw [normSq, Finset.sum_filter, sum_configurations]
  trans ∑ B : Finset (Fin n), (n.choose B.card : ℝ) * (‖c‖ ^ 2) ^ B.card
  · refine Finset.sum_congr rfl fun B _ => ?_
    have hB : B.card ≤ n := by
      have h := B.card_le_univ
      rwa [Fintype.card_fin] at h
    -- the bonding orbitals take the remaining `n - |B|` pairs
    have hA : (univ.filter fun A : Finset (Fin n) => A.card + B.card = n)
        = powersetCard (n - B.card) univ := by
      ext A
      simp only [Finset.mem_filter, Finset.mem_univ, true_and, Finset.mem_powersetCard,
        Finset.subset_univ]
      omega
    simp only [amplitude_sq, Finset.card_disjSum]
    rw [← Finset.sum_filter, Finset.sum_const, nsmul_eq_mul, hA, Finset.card_powersetCard,
      Finset.card_univ, Fintype.card_fin, Nat.choose_symm hB]
  · have h : ∑ B ∈ (univ : Finset (Fin n)).powerset,
        (n.choose B.card : ℝ) * (‖c‖ ^ 2) ^ B.card = _ :=
      Finset.sum_powerset_apply_card (fun k => (n.choose k : ℝ) * (‖c‖ ^ 2) ^ k)
    simp only [Finset.powerset_univ, Finset.card_univ, Fintype.card_fin, nsmul_eq_mul] at h
    exact h.trans (Finset.sum_congr rfl fun k _ => by ring)
```

For the restricted norm, `key` proves that the two conditions together are equivalent to `A = Bᶜ`. One term of each inner sum survives, and the remaining sum over subsets is $(1+y)^n$.

```lean
/-- The configurations with one pair per molecule contribute `(1 + |c|²)ⁿ` to `normSq c n`. -/
theorem onePairNormSq_eq (c : ℂ) (n : ℕ) : onePairNormSq c n = (1 + ‖c‖ ^ 2) ^ n := by
  -- one pair per molecule: the bonding set is the complement of the antibonding set
  have key : ∀ A B : Finset (Fin n),
      ((A.disjSum B).card = n ∧ OnePairEach (A.disjSum B)) ↔ A = Bᶜ := by
    intro A B
    constructor
    · rintro ⟨_, h⟩
      ext i
      simpa using h i
    · rintro rfl
      refine ⟨?_, fun i => by simp⟩
      have h := B.card_le_univ
      rw [Fintype.card_fin] at h
      rw [Finset.card_disjSum, Finset.card_compl, Fintype.card_fin]
      omega
  rw [onePairNormSq, Finset.sum_filter, sum_configurations]
  trans ∑ B : Finset (Fin n), (‖c‖ ^ 2) ^ B.card
  · refine Finset.sum_congr rfl fun B _ => ?_
    rw [Finset.sum_eq_single Bᶜ, if_pos ((key _ B).2 rfl), amplitude_sq]
    · intro A _ hA
      exact if_neg fun h => hA ((key A B).1 h)
    · intro h
      exact absurd (Finset.mem_univ _) h
  · have h := Fintype.sum_pow_mul_eq_add_pow (Fin n) (‖c‖ ^ 2) 1
    simp only [one_pow, mul_one, Fintype.card_fin] at h
    rw [h, add_comm]
```

## The exponential bounds and the limit

The local function `f` is $f_k$ from the derivation. The binomial theorem gives its sum, `sq_sum_le_card_mul_sum_sq` is the Cauchy–Schwarz step, and the other bound compares each $f_k$ with the whole sum.

```lean
/-- The squared norm of `1/n!` times the geminal power lies between `(1 + |c|)²ⁿ / (n + 1)` and
`(1 + |c|)²ⁿ`. -/
theorem normSq_bounds (c : ℂ) (n : ℕ) :
    ((1 + ‖c‖) ^ 2) ^ n ≤ (n + 1) * normSq c n ∧ normSq c n ≤ ((1 + ‖c‖) ^ 2) ^ n := by
  let f : ℕ → ℝ := fun k => (n.choose k : ℝ) * ‖c‖ ^ k
  have hf : ∀ k, 0 ≤ f k := fun k => by positivity
  have hN : normSq c n = ∑ k ∈ range (n + 1), f k ^ 2 := by
    rw [normSq_eq]
    exact Finset.sum_congr rfl fun k _ => by simp only [f]; ring
  have hF : ((1 + ‖c‖) ^ 2) ^ n = (∑ k ∈ range (n + 1), f k) ^ 2 := by
    have h : (‖c‖ + 1) ^ n = ∑ k ∈ range (n + 1), f k := by
      rw [add_pow]
      exact Finset.sum_congr rfl fun k _ => by simp only [f, one_pow]; ring
    rw [← h, add_comm ‖c‖ 1, ← pow_mul, ← pow_mul, mul_comm 2 n]
  rw [hN, hF]
  constructor
  · -- Cauchy-Schwarz over the `n + 1` excitation levels
    have h := sq_sum_le_card_mul_sum_sq (s := range (n + 1)) (f := f)
    rw [Finset.card_range] at h
    push_cast at h
    exact h
  · rw [sq (∑ k ∈ range (n + 1), f k), Finset.sum_mul]
    refine Finset.sum_le_sum fun k hk => ?_
    rw [sq]
    exact mul_le_mul_of_nonneg_left
      (Finset.single_le_sum (fun j _ => hf j) hk) (hf k)
```

The lower bound on the norm also shows that it is positive, so the division is legitimate. Clearing denominators then gives both bounds on the weight.

```lean
/-- With `q = (1 + |c|²) / (1 + |c|)²`, the weight on one pair per molecule lies between `qⁿ`
and `(n + 1) qⁿ`. -/
theorem onePairWeight_bounds (c : ℂ) (n : ℕ) :
    ((1 + ‖c‖ ^ 2) / (1 + ‖c‖) ^ 2) ^ n ≤ onePairWeight c n ∧
      onePairWeight c n ≤ (n + 1) * ((1 + ‖c‖ ^ 2) / (1 + ‖c‖) ^ 2) ^ n := by
  obtain ⟨hl, hu⟩ := normSq_bounds c n
  have hD : 0 < ((1 + ‖c‖) ^ 2) ^ n := by positivity
  have hT : 0 < normSq c n :=
    pos_of_mul_pos_right (lt_of_lt_of_le hD hl) (by positivity)
  have ha : 0 ≤ (1 + ‖c‖ ^ 2) ^ n := by positivity
  rw [onePairWeight, onePairNormSq_eq, div_pow]
  constructor
  · rw [div_le_div_iff₀ hD hT]
    exact mul_le_mul_of_nonneg_left hu ha
  · rw [← mul_div_assoc, div_le_div_iff₀ hT hD]
    linarith [mul_le_mul_of_nonneg_left hl ha]
```

The main theorem joins the formula, for every `n`, to the limit. The hypothesis `hc` says that the geminal has some antibonding admixture, which is the condition $y>0$. It enters through `hq1`, the statement $q<1$. Then $nq^n$ and $q^n$ both tend to zero, and `squeeze_zero` carries this over to the weight.

```lean
/-- For a geminal with antibonding coefficient `c ≠ 0`, the weight on one pair per molecule is
`(1 + y)ⁿ / ∑ₖ binom(n,k)² yᵏ` with `y = |c|²`, and it tends to zero as the number `n` of
molecules grows. -/
theorem onePairWeight_tendsto_zero (c : ℂ) (hc : c ≠ 0) :
    (∀ n, onePairWeight c n = (1 + ‖c‖ ^ 2) ^ n /
      ∑ k ∈ range (n + 1), (n.choose k : ℝ) ^ 2 * (‖c‖ ^ 2) ^ k) ∧
    Tendsto (onePairWeight c) atTop (𝓝 0) := by
  refine ⟨fun n => by rw [onePairWeight, onePairNormSq_eq, normSq_eq], ?_⟩
  have hs : 0 < ‖c‖ := norm_pos_iff.mpr hc
  have hq0 : 0 ≤ (1 + ‖c‖ ^ 2) / (1 + ‖c‖) ^ 2 := by positivity
  -- the cross term `2|c|` makes the ratio smaller than one
  have hq1 : (1 + ‖c‖ ^ 2) / (1 + ‖c‖) ^ 2 < 1 := by
    rw [div_lt_one (by positivity)]
    nlinarith
  have hlim := (tendsto_self_mul_const_pow_of_lt_one hq0 hq1).add
    (tendsto_pow_atTop_nhds_zero_of_lt_one hq0 hq1)
  rw [add_zero] at hlim
  refine squeeze_zero (fun n => (pow_nonneg hq0 n).trans (onePairWeight_bounds c n).1)
    (fun n => ?_) hlim
  linarith [(onePairWeight_bounds c n).2]
```

Since `c` is chosen before the limit is taken, the theorem makes no statement about coefficients re-optimised for each $n$.

At $c=0$ every pair sits in a bonding orbital. Only the $k=0$ term of the norm remains, and the weight is 1 for every $n$, so the limit fails without `hc`.

```lean
/-- Without antibonding admixture, `c = 0`, the weight on one pair per molecule is one for every
number of molecules. -/
theorem onePairWeight_bonding_only (n : ℕ) : onePairWeight 0 n = 1 := by
  rw [onePairWeight, onePairNormSq_eq, normSq_eq, Finset.sum_range_succ']
  simp

end

end GeminalPowerDissociation
```

```lean
#print axioms GeminalPowerDissociation.onePairWeight_tendsto_zero
-- 'GeminalPowerDissociation.onePairWeight_tendsto_zero' depends on axioms: [propext, Classical.choice, Quot.sound]
#print axioms GeminalPowerDissociation.onePairWeight_bonding_only
-- 'GeminalPowerDissociation.onePairWeight_bonding_only' depends on axioms: [propext, Classical.choice, Quot.sound]
```
